# Convergence of the bold series to the bare propagator magnitude r for g = r/(1 + u²r²) and ur ≤ 1

The declaration `hasSum_bold` concerns a model in which a bare propagator of magnitude r gives a full one of magnitude g = r/(1 + u²r²), both treated as real numbers. It states that for u, r > 0 and ur ≤ 1 the bold series, the sum over n of Cₙu²ⁿg²ⁿ⁺¹ with Catalan numbers Cₙ, converges to r. The attempt uses the recurrence for the terms to keep every partial sum at or below r, so the series converges to some S ≤ r. It then shows that S solves the same quadratic equation as r, x = g + u²g x², and uses ur ≤ 1 to conclude that S = r.

In Lean, a first try:

```lean
import Mathlib

open Finset

namespace HasSumBold

noncomputable section

/-- Magnitude of the full propagator as a function of the magnitude `x` of the bare one. -/
def dressed (u x : ℝ) : ℝ := x / (1 + u ^ 2 * x ^ 2)

/-- Term `n` of the bold series, the expansion of the bare propagator magnitude in powers of
the full one; its coefficients are the Catalan numbers. -/
def boldTerm (u g : ℝ) (n : ℕ) : ℝ := catalan n * u ^ (2 * n) * g ^ (2 * n + 1)

/-- Each term of the bold series after the first is built from pairs of lower ones, as in
`x = g + u²g x²`. -/
theorem boldTerm_succ (u g : ℝ) (n : ℕ) : boldTerm u g (n + 1)
    = u ^ 2 * g * ∑ p ∈ antidiagonal n, boldTerm u g p.1 * boldTerm u g p.2 := by
  simp only [boldTerm]
  rw [catalan_succ']
  push_cast
  rw [Finset.sum_mul, Finset.sum_mul, Finset.mul_sum]
  refine Finset.sum_congr rfl fun p hp => ?_
  rw [← mem_antidiagonal.mp hp]
  ring

/-- A truncated Cauchy square of a nonnegative sequence is at most the square of its
partial sum. -/
theorem cauchy_le (f : ℕ → ℝ) (hf : ∀ n, 0 ≤ f n) (N : ℕ) :
    ∑ n ∈ range N, ∑ p ∈ antidiagonal n, f p.1 * f p.2 ≤ (∑ n ∈ range N, f n) ^ 2 := by
  calc _ = ∑ n ∈ range N, ∑ k ∈ range (n + 1), f k * f (n - k) :=
        Finset.sum_congr rfl fun n _ =>
          Finset.Nat.sum_antidiagonal_eq_sum_range_succ (fun i j => f i * f j) n
    _ = ∑ m ∈ range N, ∑ k ∈ range (N - m), f m * f k :=
        Finset.sum_range_diag_flip N (fun i j => f i * f j)
    _ ≤ ∑ m ∈ range N, ∑ k ∈ range N, f m * f k :=
        Finset.sum_le_sum fun m _ => Finset.sum_le_sum_of_subset_of_nonneg
          (Finset.range_mono (Nat.sub_le N m)) fun k _ _ => mul_nonneg (hf m) (hf k)
    _ = _ := by rw [sq, Finset.sum_mul_sum]

/-- For `u, r > 0` and `ur ≤ 1` the bold series, evaluated at the full propagator magnitude
that belongs to `r`, converges to `r`. -/
theorem hasSum_bold {u r : ℝ} (hu : 0 < u) (hr : 0 < r) (h : u * r ≤ 1) :
    HasSum (boldTerm u (dressed u r)) r := by
  have hg : 0 < dressed u r := by unfold dressed; positivity
  have hroot : dressed u r * (1 + u ^ 2 * r ^ 2) = r :=
    div_mul_cancel₀ r (by positivity)
  generalize dressed u r = g at hg hroot ⊢
  have h0 : boldTerm u g 0 = g := by simp [boldTerm]
  have hpos : ∀ n, 0 ≤ boldTerm u g n := fun n => by unfold boldTerm; positivity
  have hc : 0 < u ^ 2 * g := by positivity
  -- all partial sums stay below the root r
  have hle : ∀ N, ∑ n ∈ range N, boldTerm u g n ≤ r := by
    intro N
    induction N with
    | zero => simpa using hr.le
    | succ N ih =>
      have hsq := pow_le_pow_left₀ (Finset.sum_nonneg fun n _ => hpos n) ih 2
      have hm := mul_le_mul_of_nonneg_left ((cauchy_le _ hpos N).trans hsq) hc.le
      rw [Finset.mul_sum] at hm
      rw [Finset.sum_range_succ', h0,
        Finset.sum_congr rfl fun n _ => boldTerm_succ u g n]
      linarith
  have hs : Summable (boldTerm u g) := summable_of_sum_range_le hpos hle
  have hSr : ∑' n, boldTerm u g n ≤ r := Real.tsum_le_of_sum_range_le hpos hle
  -- the sum solves the same quadratic equation as r
  have hS : ∑' n, boldTerm u g n
      = g + u ^ 2 * g * ((∑' n, boldTerm u g n) * ∑' n, boldTerm u g n) := by
    rw [tsum_mul_tsum_eq_tsum_sum_antidiagonal_of_summable_norm
      (summable_norm_iff.mpr hs) (summable_norm_iff.mpr hs), ← tsum_mul_left,
      hs.tsum_eq_zero_add, h0]
    congr 1
    exact tsum_congr fun n => boldTerm_succ u g n
  have key : ∑' n, boldTerm u g n = r := by
    generalize ∑' n, boldTerm u g n = S at hSr hS ⊢
    have hf : (S - r) * (1 - u ^ 2 * g * (S + r)) = 0 := by
      linear_combination hS + hroot
    rcases mul_eq_zero.mp hf with h1 | h1
    · linarith
    · have hur : 0 < u * r := by positivity
      have h2 : u ^ 2 * r ^ 2 ≤ 1 := by nlinarith
      have h3 : u ^ 2 * g * (2 * r) ≤ 1 := by
        have hp : 0 < 1 + u ^ 2 * r ^ 2 := by positivity
        refine le_of_mul_le_mul_right ?_ hp
        have e : u ^ 2 * g * (2 * r) * (1 + u ^ 2 * r ^ 2) = 2 * (u ^ 2 * r ^ 2) := by
          linear_combination 2 * u ^ 2 * r * hroot
        linarith
      have h4 : u ^ 2 * g * r ≤ u ^ 2 * g * S := by linarith
      exact le_antisymm hSr (le_of_mul_le_mul_left h4 hc)
  exact key ▸ hs.hasSum

end

end HasSumBold
```

The compiler's answer:

```
Main.lean:71:7: error: (deterministic) timeout at `whnf`, maximum number of heartbeats (200000) has been reached

Note: Use `set_option maxHeartbeats <num>` to set the limit.

Hint: Additional diagnostic information may be available using the `set_option diagnostics true` command.
Main.lean:42:0: error: (deterministic) timeout at `whnf`, maximum number of heartbeats (200000) has been reached

Note: Use `set_option maxHeartbeats <num>` to set the limit.

Hint: Additional diagnostic information may be available using the `set_option diagnostics true` command.
```

Diagnosis. The first message points to the first `summable_norm_iff.mpr hs` inside the `rw` that proves `hS`. Lean ran out of heartbeats there while reducing a term with `whnf`. `rw` elaborates its lemma before matching it with the goal, so this argument was checked while the lemma's ring and sequences were still undetermined, and `boldTerm u g` was open to unfolding, down to the Catalan numbers. The message doesn't say which term was being reduced. The second message, at the start of the declaration, reports the same limit, which covers the declaration as a whole, and names no separate mistake.

The repair acts on both points. `hn` states the summability of the norms with its type written out, and `hprod` applies the product lemma to it outside any `rw`. `generalize` replaces `boldTerm u g` by an arbitrary sequence `a`, of which only `h0`, `hpos` and `hrec` are kept, so there is no definition left to unfold. The messages don't show whether one of the two would have been enough. The `calc` block and the final `rw [← key]` set out the same argument more explicitly, and no message faults the steps they replace.

The change, after which it compiles:

```diff
@@ -50,7 +50,10 @@
   have h0 : boldTerm u g 0 = g := by simp [boldTerm]
   have hpos : ∀ n, 0 ≤ boldTerm u g n := fun n => by unfold boldTerm; positivity
+  have hrec := boldTerm_succ u g
+  -- of the series terms, only the first one, positivity and the recurrence are used from here on
+  generalize boldTerm u g = a at h0 hpos hrec ⊢
   have hc : 0 < u ^ 2 * g := by positivity
   -- all partial sums stay below the root r
-  have hle : ∀ N, ∑ n ∈ range N, boldTerm u g n ≤ r := by
+  have hle : ∀ N, ∑ n ∈ range N, a n ≤ r := by
     intro N
     induction N with
@@ -61,18 +64,19 @@
       rw [Finset.mul_sum] at hm
       rw [Finset.sum_range_succ', h0,
-        Finset.sum_congr rfl fun n _ => boldTerm_succ u g n]
+        Finset.sum_congr rfl fun n _ => hrec n]
       linarith
-  have hs : Summable (boldTerm u g) := summable_of_sum_range_le hpos hle
-  have hSr : ∑' n, boldTerm u g n ≤ r := Real.tsum_le_of_sum_range_le hpos hle
+  have hs : Summable a := summable_of_sum_range_le hpos hle
+  have hSr : ∑' n, a n ≤ r := Real.tsum_le_of_sum_range_le hpos hle
+  have hn : Summable fun n => ‖a n‖ := summable_norm_iff.mpr hs
+  have hprod := tsum_mul_tsum_eq_tsum_sum_antidiagonal_of_summable_norm hn hn
   -- the sum solves the same quadratic equation as r
-  have hS : ∑' n, boldTerm u g n
-      = g + u ^ 2 * g * ((∑' n, boldTerm u g n) * ∑' n, boldTerm u g n) := by
-    rw [tsum_mul_tsum_eq_tsum_sum_antidiagonal_of_summable_norm
-      (summable_norm_iff.mpr hs) (summable_norm_iff.mpr hs), ← tsum_mul_left,
-      hs.tsum_eq_zero_add, h0]
-    congr 1
-    exact tsum_congr fun n => boldTerm_succ u g n
-  have key : ∑' n, boldTerm u g n = r := by
-    generalize ∑' n, boldTerm u g n = S at hSr hS ⊢
+  have hS : ∑' n, a n = g + u ^ 2 * g * ((∑' n, a n) * ∑' n, a n) := by
+    calc ∑' n, a n = a 0 + ∑' n, a (n + 1) := hs.tsum_eq_zero_add
+      _ = g + ∑' n, u ^ 2 * g * ∑ p ∈ antidiagonal n, a p.1 * a p.2 := by
+          rw [h0, tsum_congr hrec]
+      _ = g + u ^ 2 * g * ((∑' n, a n) * ∑' n, a n) := by
+          rw [tsum_mul_left, hprod]
+  have key : ∑' n, a n = r := by
+    generalize ∑' n, a n = S at hSr hS ⊢
     have hf : (S - r) * (1 - u ^ 2 * g * (S + r)) = 0 := by
       linear_combination hS + hroot
@@ -89,5 +93,6 @@
       have h4 : u ^ 2 * g * r ≤ u ^ 2 * g * S := by linarith
       exact le_antisymm hSr (le_of_mul_le_mul_left h4 hc)
-  exact key ▸ hs.hasSum
+  rw [← key]
+  exact hs.hasSum
 
 end
```
